# Relabelling invariance and additivity of message-passing energies

Take two bonded atoms carrying the numbers $1$ and $3$. In one round of message passing, let each atom replace its number $a$ by $2a$ plus the sum of its neighbours' numbers, and let the energy be the sum of the squares of the results. The atoms end at $2\cdot 1+3=5$ and $2\cdot 3+1=7$, and the energy is $25+49=74$. Listing the atoms in the other order gives $49+25=74$. A third atom carrying $2$ and bonded to nothing ends at $4$ and contributes $16$. It leaves the other two untouched, so the total is $90=74+16$. Both observations rest on the same two facts: every atom applies the same rule to its own value and the unordered collection of its neighbours' values, and the energy is a sum of one term per atom.

## The model

A structure is a simple graph $G$ on a finite set $V$ of atoms; a second structure is a graph $H$ on a finite set $W$. Bonds are symmetric, unlabelled and single, and no atom is bonded to itself. Features at layer $t=0,1,2,\dots$ lie in a set $F_t$ that may change from layer to layer. Energies lie in $E$, any set with a commutative, associative addition and a zero, such as $\mathbb{R}$. The letter $A$ denotes an arbitrary set of values.

```lean
import Mathlib

open Finset

namespace MessagePassing

noncomputable section

variable {V W A E : Type*} {F : ℕ → Type*} [Fintype V] [Fintype W] [AddCommMonoid E]
```

Write $N_G(v)$ for the set of neighbours of $v$, and double braces for a multiset, which records how often a value occurs but no order. For $h:V\to A$ the message arriving at $v$ is
$$M_G(h,v)=\{\!\{\,h(u) : u\in N_G(v)\,\}\!\}.$$
For an isolated atom it is empty.

```lean
/-- The multiset of the values `h u` over all neighbours `u` of the node `v`. -/
def nbrs (G : SimpleGraph V) (h : V → A) (v : V) : Multiset A :=
  (G.neighborSet v).toFinite.toFinset.val.map h
```

Given initial features $x:V\to F_0$, which may encode the chemical species, and updates $U_t$ taking a feature in $F_t$ and a multiset over $F_t$ to a feature in $F_{t+1}$, set
$$h^0_G=x,\qquad h^{t+1}_G(v)=U_t\big(h^t_G(v),\,M_G(h^t_G,v)\big).$$
The $U_t$ are arbitrary functions, with no continuity or parametrisation assumed, and the same $U_t$ acts at every atom. The Lean term `feature U G x t v` is $h^t_G(v)$.

```lean
/-- Node features after `t` layers: layer `t` applies the update `U t` to the node's own
feature and the multiset of its neighbours' features, starting from `x`. -/
def feature (U : ∀ t, F t → Multiset (F t) → F (t + 1)) (G : SimpleGraph V) (x : V → F 0) :
    ∀ t, V → F t
  | 0 => x
  | t + 1 => fun v => U t (feature U G x t v) (nbrs G (feature U G x t) v)
```

With depth $T$ and readout $r:F_T\to E$, the energy is
$$\mathcal{E}(G,x)=\sum_{v\in V} r\big(h^T_G(v)\big).$$
Only $U_0,\dots,U_{T-1}$ enter. At $T=0$ the energy is $\sum_v r(x(v))$ and ignores the bonds; for empty $V$ it is $0$.

```lean
/-- The energy: the readout `r` of the features after `T` layers, summed over all nodes. -/
def energy (U : ∀ t, F t → Multiset (F t) → F (t + 1)) (T : ℕ) (r : F T → E)
    (G : SimpleGraph V) (x : V → F 0) : E :=
  ∑ v, r (feature U G x T v)
```

A map $\varphi:V\to W$ is a covering if, for every $v$, it restricts to a bijection $N_G(v)\to N_H(\varphi v)$. Globally it need be neither injective nor surjective. `Set.BijOn` is the conjunction of three conditions: neighbours go to neighbours, distinct neighbours go to distinct ones, and every neighbour of $\varphi v$ is reached.

```lean
/-- `φ` is a covering map: it sends the neighbours of each node `v` bijectively onto the
neighbours of `φ v`. -/
def IsCover {V W : Type*} (G : SimpleGraph V) (H : SimpleGraph W) (φ : V → W) : Prop :=
  ∀ v, Set.BijOn φ (G.neighborSet v) (H.neighborSet (φ v))
```

Two small graphs serve as the example. The hexagon has atoms $0,\dots,5$. Addition in `Fin 6` wraps around, and `SimpleGraph.fromRel` symmetrises the relation $i+1=j$, so $i$ is bonded to $i\pm1$ modulo $6$.

```lean
/-- The ring of six nodes, `i` bonded to `i ± 1` modulo 6. -/
def hexagon : SimpleGraph (Fin 6) := SimpleGraph.fromRel (fun i j => i + 1 = j)
```

The triangle is the complete graph on atoms $0,1,2$.

```lean
/-- Three mutually bonded nodes. -/
def triangle : SimpleGraph (Fin 3) := ⊤
```

The map $i\mapsto i \bmod 3$ winds the hexagon twice round the triangle.

```lean
/-- The map `i ↦ i mod 3` from six nodes to three nodes. -/
def fold (i : Fin 6) : Fin 3 := ⟨i.val % 3, Nat.mod_lt _ (by decide)⟩
```

## Coverings preserve features

Let $\varphi$ be a covering and $g:W\to A$. As $u$ runs over $N_G(v)$, the image $\varphi u$ runs over $N_H(\varphi v)$, meeting each element once. Hence
$$M_H(g,\varphi v)=\{\!\{\,g(w): w\in N_H(\varphi v)\,\}\!\}=\{\!\{\,g(\varphi u): u\in N_G(v)\,\}\!\}=M_G(g\circ\varphi,v).$$
In the proof, `hset` states $N_H(\varphi v)=\varphi(N_G(v))$ and `hinj` states injectivity on $N_G(v)$. With `hinj`, `Finset.image_val_of_injOn` says that forming the image merges no elements, and `Multiset.map_map` composes $g$ with $\varphi$.

```lean
variable (U : ∀ t, F t → Multiset (F t) → F (t + 1))
variable {G : SimpleGraph V} {H : SimpleGraph W}

/-- Under a covering map, the multiset of neighbour values at `φ v` equals the multiset of
pulled-back neighbour values at `v`. -/
theorem nbrs_cover {φ : V → W} (hφ : IsCover G H φ) (g : W → A) (v : V) :
    nbrs H g (φ v) = nbrs G (g ∘ φ) v := by
  classical
  have hset : (H.neighborSet (φ v)).toFinite.toFinset
      = ((G.neighborSet v).toFinite.toFinset).image φ := by
    apply Finset.coe_injective
    rw [Finset.coe_image, Set.Finite.coe_toFinset, Set.Finite.coe_toFinset, (hφ v).image_eq]
  have hinj : Set.InjOn φ (((G.neighborSet v).toFinite.toFinset : Finset V) : Set V) := by
    rw [Set.Finite.coe_toFinset]
    exact (hφ v).injOn
  unfold nbrs
  rw [hset, Finset.image_val_of_injOn hinj, Multiset.map_map]
```

It is easy to assume that any bond-preserving map would do. Fold the chain of three atoms carrying $1,3,1$ onto the pair from the opening, sending both ends to the atom carrying $1$. Bonds go to bonds and every neighbour is reached, but the middle atom updates to $2\cdot3+1+1=8$ while its image updates to $7$. The two ends were merged, and the multiset counts both.

Now let $y:W\to F_0$ be the initial features on $H$, with $y(\varphi v)=x(v)$ for all $v$. The claim is $h^t_H(\varphi v)=h^t_G(v)$ for all $t$ and $v$. At $t=0$ this is the hypothesis. If it holds at $t$ for every atom, then $h^t_H\circ\varphi=h^t_G$ as functions, and
$$h^{t+1}_H(\varphi v)=U_t\big(h^t_H(\varphi v),\,M_G(h^t_H\circ\varphi,v)\big)=U_t\big(h^t_G(v),\,M_G(h^t_G,v)\big)=h^{t+1}_G(v).$$
The induction runs over $t$ with $v$ still quantified, because the step at $v$ needs the claim at its neighbours. The three rewrites in the last line are the message identity, the function identity `hfun`, and the claim at $v$ itself.

```lean
/-- A covering map that respects the initial features respects the features of every layer. -/
theorem feature_cover {φ : V → W} (hφ : IsCover G H φ) {x : V → F 0} {y : W → F 0}
    (hx : ∀ v, y (φ v) = x v) :
    ∀ t v, feature U H y t (φ v) = feature U G x t v := by
  intro t
  induction t with
  | zero => exact hx
  | succ t ih =>
    intro v
    have hfun : feature U H y t ∘ φ = feature U G x t := funext ih
    change U t (feature U H y t (φ v)) (nbrs H (feature U H y t) (φ v))
      = U t (feature U G x t v) (nbrs G (feature U G x t) v)
    -- both arguments of the update agree
    rw [nbrs_cover hφ, hfun, ih v]
```

## Relabelling

An isomorphism $e:V\to W$ is a bijection with $e(v)$ bonded to $e(u)$ exactly when $v$ is bonded to $u$. It is a covering: one direction of the equivalence sends neighbours to neighbours, injectivity is global, and a neighbour $w$ of $e(v)$ is $e(u)$ for some $u$, which the other direction places in $N_G(v)$. If $y(e(v))=x(v)$ for all $v$, then
$$\mathcal{E}(G,x)=\sum_{v\in V} r\big(h^T_H(e(v))\big)=\sum_{w\in W} r\big(h^T_H(w)\big)=\mathcal{E}(H,y).$$
The theorem states this for every $U$, $T$ and $r$, with the same network on both sides. `hcov` carries the three covering conditions, and `Fintype.sum_equiv` performs the change of summation variable.

```lean
/-- A graph isomorphism that respects the initial features preserves the energy. -/
theorem energy_iso (T : ℕ) (r : F T → E) (e : G ≃g H) {x : V → F 0} {y : W → F 0}
    (hx : ∀ v, y (e v) = x v) :
    energy U T r G x = energy U T r H y := by
  have hcov : IsCover G H e := by
    intro v
    refine ⟨fun u hu => ?_, e.injective.injOn, fun w hw => ?_⟩
    · exact e.map_rel_iff.2 (show G.Adj v u from hu)
    · obtain ⟨u, rfl⟩ := e.surjective w
      exact ⟨u, e.map_rel_iff.1 (show H.Adj (e v) (e u) from hw), rfl⟩
  -- relabel the sum over nodes along the bijection
  exact Fintype.sum_equiv e.toEquiv _ _
    (fun v => congrArg r (feature_cover U hcov hx T v).symm)
```

## Non-interacting fragments

The disjoint union $G\sqcup H$, in Lean `G.sum H`, has atoms $V\sqcup W$, the bonds of $G$, the bonds of $H$, and none between them. Its initial features $x\sqcup y$, in Lean `Sum.elim x y`, are $x$ on $V$ and $y$ on $W$. The neighbours of an atom of $V$ are the same in $G\sqcup H$ as in $G$, so the inclusion of $V$ is a covering, and likewise that of $W$. Features are therefore unchanged by the presence of the other part, and
$$\mathcal{E}(G\sqcup H,\,x\sqcup y)=\sum_{v\in V} r\big(h^T_G(v)\big)+\sum_{w\in W} r\big(h^T_H(w)\big)=\mathcal{E}(G,x)+\mathcal{E}(H,y).$$
In `hl` and `hr` a neighbour is split by the side on which it lies, and `cases hw'` dismisses the bond across, which does not exist. `Fintype.sum_sum_type` splits the sum.

```lean
/-- The energy of the disjoint union of two finite graphs, each part keeping its initial
features, is the sum of the two energies. -/
theorem energy_disjoint_union (T : ℕ) (r : F T → E) (G : SimpleGraph V) (H : SimpleGraph W)
    (x : V → F 0) (y : W → F 0) :
    energy U T r (G.sum H) (Sum.elim x y) = energy U T r G x + energy U T r H y := by
  -- no bond joins the two parts, so both inclusions are coverings
  have hl : IsCover G (G.sum H) Sum.inl := by
    intro v
    refine ⟨fun u hu => hu, Sum.inl_injective.injOn, ?_⟩
    rintro (w | w) hw
    · exact ⟨w, hw, rfl⟩
    · have hw' : (G.sum H).Adj (Sum.inl v) (Sum.inr w) := hw
      cases hw'
  have hr : IsCover H (G.sum H) Sum.inr := by
    intro v
    refine ⟨fun u hu => hu, Sum.inr_injective.injOn, ?_⟩
    rintro (w | w) hw
    · have hw' : (G.sum H).Adj (Sum.inr v) (Sum.inl w) := hw
      cases hw'
    · exact ⟨w, hw, rfl⟩
  unfold energy
  rw [Fintype.sum_sum_type]
  congr 1
  · exact Finset.sum_congr rfl fun v _ =>
      congrArg r (feature_cover U hl (y := Sum.elim x y) (x := x) (fun _ => rfl) T v)
  · exact Finset.sum_congr rfl fun v _ =>
      congrArg r (feature_cover U hr (y := Sum.elim x y) (x := y) (fun _ => rfl) T v)
```

For a learned interatomic potential these two theorems are invariance under renumbering of atoms and size consistency for separated fragments, in a model with a finite bond graph, strictly neighbour-to-neighbour messages and a summed readout. Positions can enter only through the choice of bonds and the initial features. Invariance under rotations and translations is not treated, and that distant fragments share no bond is built into $G\sqcup H$, not derived from a cutoff. Each fragment must also keep its initial features: one that records a property of the whole structure, such as its total charge, can change when fragments are combined, and additivity is then not guaranteed. Electrostatics or charge equilibration between fragments that share no bond, and readouts averaged over the atoms, lie outside the model.

## Multiple covers

Suppose the covering $\varphi$ has exactly $k$ atoms of $V$ above every $w\in W$, and $y(\varphi v)=x(v)$. Grouping atoms by their image,
$$\mathcal{E}(G,x)=\sum_{w\in W}\ \sum_{v:\,\varphi v=w} r\big(h^T_G(v)\big)=\sum_{w\in W}\ \sum_{v:\,\varphi v=w} r\big(h^T_H(w)\big)=\sum_{w\in W} k\, r\big(h^T_H(w)\big)=k\,\mathcal{E}(H,y),$$
where multiplication by the natural number $k$ is repeated addition in $E$. The count $k$ is the hypothesis `hk`. The value $k=0$ forces $V$ to be empty, and both sides vanish. `Finset.sum_fiberwise` is the first equality; `Finset.smul_sum` moves $k$ inside the sum over $w$; `Finset.sum_const`, read backwards, writes $k$ copies as a sum over the atoms above $w$, after which the terms match one by one.

```lean
/-- If `G` covers `H` with exactly `k` nodes above each node and matching initial features,
the energy of `G` is `k` times the energy of `H`. -/
theorem energy_cover [DecidableEq W] (T : ℕ) (r : F T → E) {φ : V → W} (hφ : IsCover G H φ)
    {k : ℕ} (hk : ∀ w, (univ.filter fun v => φ v = w).card = k)
    {x : V → F 0} {y : W → F 0} (hx : ∀ v, y (φ v) = x v) :
    energy U T r G x = k • energy U T r H y := by
  unfold energy
  -- group the nodes of `G` by their image in `H`
  rw [← Finset.sum_fiberwise univ φ (fun v => r (feature U G x T v)), Finset.smul_sum]
  refine Finset.sum_congr rfl fun w _ => ?_
  rw [← hk w, ← Finset.sum_const]
  refine Finset.sum_congr rfl fun v hv => ?_
  rw [← (Finset.mem_filter.1 hv).2, feature_cover U hφ hx T v]
```

For the map $i\mapsto i\bmod 3$, the neighbours $i\pm1$ have residues $(i\pm1)\bmod 3$, which differ from $i \bmod 3$ and from each other, and so are the two other atoms of the triangle. Above $w$ lie $w$ and $w+3$. The statements `h1`, `h2`, `h3` are the three covering conditions. A reusable device appears here: adjacency is written out as `v ≠ u ∧ (v + 1 = u ∨ u + 1 = v)`, a form that `decide` settles by enumeration and that Lean accepts for membership in the neighbour set by unfolding definitions.

```lean
/-- The map `i ↦ i mod 3` is a covering of the triangle by the hexagon with two nodes above
each node. -/
theorem cover_witness :
    IsCover hexagon triangle fold ∧ ∀ w, (univ.filter fun v => fold v = w).card = 2 := by
  have h1 : ∀ v u : Fin 6, (v ≠ u ∧ (v + 1 = u ∨ u + 1 = v)) → fold v ≠ fold u := by decide
  have h2 : ∀ v a b : Fin 6, (v ≠ a ∧ (v + 1 = a ∨ a + 1 = v)) →
      (v ≠ b ∧ (v + 1 = b ∨ b + 1 = v)) → fold a = fold b → a = b := by decide
  have h3 : ∀ (v : Fin 6) (w : Fin 3), fold v ≠ w →
      ∃ u : Fin 6, (v ≠ u ∧ (v + 1 = u ∨ u + 1 = v)) ∧ fold u = w := by decide
  refine ⟨fun v => ⟨fun u hu => h1 v u hu, fun a ha b hb hab => h2 v a b ha hb hab,
    fun w hw => h3 v w hw⟩, by decide⟩
```

## Equal energy without isomorphism

Two disjoint triangles contain three mutually bonded atoms. An isomorphism would carry them to three mutually bonded atoms of the hexagon, and there are none: the two neighbours $i\pm 1$ of any atom differ by $2$ and are not bonded. Yet for any $y$ on the triangle $K$, with hexagon $C$ carrying $y(i\bmod 3)$ at atom $i$,
$$\mathcal{E}(K\sqcup K,\,y\sqcup y)=\mathcal{E}(K,y)+\mathcal{E}(K,y)=2\,\mathcal{E}(K,y)=\mathcal{E}\big(C,\,y(\cdot \bmod 3)\big).$$
With the rule from the opening and $y=(1,2,3)$, the triangle updates to $(2+5,\,4+4,\,6+3)=(7,8,9)$, with energy $49+64+81=194$. The hexagon carries $1,2,3,1,2,3$; atom $0$ has neighbours $1$ and $5$ carrying $2$ and $3$ and updates to $7$, and the whole ring becomes $7,8,9,7,8,9$, with energy $388$. A constant $y$ covers the case of six atoms of one species when the initial features record only the species. In the proof, `hno` excludes triangles in the hexagon, `ht` transports the bonds of the left triangle, and the final rewrite chains additivity, the cover with $k=2$, and `two_nsmul`.

```lean
/-- Two disjoint triangles and the hexagon are not isomorphic, yet for any updates, depth and
readout they have the same energy when both triangles carry initial features `y` and hexagon
node `i` carries `y (i mod 3)`. -/
theorem hexagon_eq_two_triangles (T : ℕ) (r : F T → E) (y : Fin 3 → F 0) :
    IsEmpty (triangle.sum triangle ≃g hexagon) ∧
      energy U T r (triangle.sum triangle) (Sum.elim y y)
        = energy U T r hexagon (y ∘ fold) := by
  constructor
  · refine ⟨fun e => ?_⟩
    -- the hexagon contains no three mutually bonded nodes
    have hno : ∀ a b c : Fin 6, (a ≠ b ∧ (a + 1 = b ∨ b + 1 = a)) →
        (b ≠ c ∧ (b + 1 = c ∨ c + 1 = b)) → ¬ (a ≠ c ∧ (a + 1 = c ∨ c + 1 = a)) := by decide
    have ht : ∀ i j : Fin 3, i ≠ j → hexagon.Adj (e (Sum.inl i)) (e (Sum.inl j)) :=
      fun i j h => e.map_rel_iff.2
        (show (triangle.sum triangle).Adj (Sum.inl i) (Sum.inl j) from h)
    exact hno _ _ _ (ht 0 1 (by decide)) (ht 1 2 (by decide)) (ht 0 2 (by decide))
  · rw [energy_disjoint_union,
      energy_cover U T r cover_witness.1 cover_witness.2 (x := y ∘ fold) (y := y)
        (fun _ => rfl), two_nsmul]

end

end MessagePassing
```

```lean
#print axioms MessagePassing.energy_iso
#print axioms MessagePassing.energy_cover
#print axioms MessagePassing.hexagon_eq_two_triangles
```

```
'MessagePassing.energy_iso' depends on axioms: [propext, Classical.choice, Quot.sound]
'MessagePassing.energy_cover' depends on axioms: [propext, Classical.choice, Quot.sound]
'MessagePassing.hexagon_eq_two_triangles' depends on axioms: [propext, Classical.choice, Quot.sound]
```

One could instead let bonds carry labels such as lengths, with messages built from pairs of a neighbour's feature and a bond label; what follows about that variant is an expectation, unchecked here. Isomorphisms and coverings would have to respect the labels as well as $x$, and the hexagon would match the two triangles when each hexagon bond has the label of its image under $i\mapsto i\bmod 3$.
